# Step free energies above the minimum, with one highest step left out, sum to a combination of the forward and reverse overpotentials

A reaction runs through a finite, non-empty set of n one-electron steps, each with a real step free energy, and the equilibrium potential is taken to be the mean of these energies, with energy and potential in matching units. The forward overpotential p is the largest step energy minus this mean, and the reverse overpotential q is the mean minus the smallest. The declaration `sum_remaining` states that if one step `j` of largest energy is left out, the heights of the other steps above the smallest energy add up to (n − 1)q − p. The proof splits the sum over all steps into the term at `j` and the rest, takes the full sum to be nq from `sum_above_min`, shows that the term at `j` is p + q, and leaves the remaining algebra to `linarith`.

The failing Lean file:

```lean
import Mathlib

open Finset

namespace ForwardReverseOverpotential

noncomputable section

variable {ι : Type*} [Fintype ι] [Nonempty ι]

/-- The largest step free energy of a profile. -/
def maxStep (G : ι → ℝ) : ℝ := univ.sup' univ_nonempty G

/-- The smallest step free energy of a profile. -/
def minStep (G : ι → ℝ) : ℝ := univ.inf' univ_nonempty G

/-- The equilibrium potential: the mean free energy per one-electron step. -/
def equilibriumPotential (G : ι → ℝ) : ℝ := (∑ i, G i) / (Fintype.card ι : ℝ)

/-- The forward overpotential: the largest step minus the equilibrium potential. -/
def forwardOverpotential (G : ι → ℝ) : ℝ := maxStep G - equilibriumPotential G

/-- The reverse overpotential: the equilibrium potential minus the smallest step. -/
def reverseOverpotential (G : ι → ℝ) : ℝ := equilibriumPotential G - minStep G

/-- The heights of all steps above the smallest one add up to the number of steps times
the reverse overpotential. -/
theorem sum_above_min (G : ι → ℝ) :
    ∑ i, (G i - minStep G) = (Fintype.card ι : ℝ) * reverseOverpotential G := by
  have hn : (Fintype.card ι : ℝ) ≠ 0 := Nat.cast_ne_zero.mpr Fintype.card_ne_zero
  have h : (Fintype.card ι : ℝ) * ((∑ i, G i) / (Fintype.card ι : ℝ)) = ∑ i, G i := by
    field_simp
  unfold reverseOverpotential equilibriumPotential
  rw [Finset.sum_sub_distrib, Finset.sum_const, Finset.card_univ, nsmul_eq_mul]
  linear_combination (-1 : ℝ) * h

/-- With one highest step `j` removed, the heights of the other steps above the minimum
add up to `(n - 1) q - p`. -/
theorem sum_remaining [DecidableEq ι] (G : ι → ℝ) (j : ι) (hj : maxStep G = G j) :
    ∑ i ∈ univ.erase j, (G i - minStep G) =
      ((Fintype.card ι : ℝ) - 1) * reverseOverpotential G - forwardOverpotential G := by
  have h := Finset.add_sum_erase univ (fun i => G i - minStep G) (mem_univ j)
  have hs := sum_above_min G
  have hpq : G j - minStep G = forwardOverpotential G + reverseOverpotential G := by
    unfold forwardOverpotential reverseOverpotential
    rw [hj]
    ring
  simp only at h
  linarith

end

end ForwardReverseOverpotential
```

Lean reports:

```
Main.lean:48:2: error: `simp` made no progress
```

This version goes through:

```diff
@@ -46,5 +46,5 @@
     rw [hj]
     ring
-  simp only at h
+
   linarith
 
```

Cause. The message "`simp` made no progress" means that `simp only at h` found nothing to change in `h`, and Lean treats that as an error. Called without any lemmas, `simp only` can still do basic reductions, such as turning `(fun i => G i - minStep G) j` into `G j - minStep G`. Here `h` comes from applying `Finset.add_sum_erase` to just such a function, but Lean had already put the argument into the function's body when it formed the statement of `h`. No such reduction was left to do.

The diff deletes the call, and with it the error. The `linarith` that follows can use `h` as it stands, together with `hs` and `hpq`, to reach the goal. The blank line left in place of the call has no effect on the proof.
